# Flux balance at normal incidence from an absorbing medium: the interference term

Let light with time dependence $e^{-i\omega t}$ pass from a nonmagnetic medium of complex refractive index $N_0 = 1 + i$ into one of index $N_1 = 1$, at normal incidence. For an incident wave of unit amplitude at the interface, the Fresnel formulas give the reflected and transmitted amplitudes

$$r = \frac{N_0 - N_1}{N_0 + N_1} = \frac{i}{2+i} = \frac{1+2i}{5}, \qquad t = 1 + r = \frac{6+2i}{5}.$$

A single wave of amplitude $a$ in a medium of index $N$ carries the flux $\mathrm{Re}\,N\,|a|^2$ in reduced units. The incident wave alone therefore carries $1$, the reflected wave alone $1/5$ and the transmitted wave $8/5$. The difference between the first two is only $4/5$, half of what is transmitted.

Energy is nevertheless conserved. The total fields just before the interface are $E = 1 + r = (6+2i)/5$ and $H = N_0(1-r) = (6+2i)/5$, and their flux $\mathrm{Re}(E\overline{H})$ is $8/5$, as it should be. In an absorbing medium the flux of two counter-propagating waves is in general not the difference of their separate fluxes: an interference term is added, and here it supplies the other $4/5$.

## The balance for two arbitrary indices

Write $N_j = n_j + i\kappa_j$ for $j = 0, 1$, with $n_j$ and $\kappa_j$ real. With time dependence $e^{-i\omega t}$, a medium is called passive here if $n_j > 0$ and $\kappa_j \ge 0$: the forward wave carries energy forwards and does not grow along its path. This convention leaves out the idealised lossless metal with $n_j = 0$ and $\kappa_j > 0$, in which a single wave carries no flux. Then $N_0 + N_1$ has positive real part and is not zero. The claim is that

$$n_1 |t|^2 = n_0\,(1 - |r|^2) + 2\kappa_0\,\mathrm{Im}\,r,$$

so that the ordinary balance $n_1|t|^2 = n_0(1-|r|^2)$ holds if and only if $\kappa_0\,\mathrm{Im}\,r = 0$.

**Amplitudes.** Continuity of $E$ and $H$ at the interface requires $1 + r = t$ and $N_0(1-r) = N_1 t$. Inserting the first equation into the second gives $N_0 - N_1 = (N_0+N_1)\,r$, hence the formula for $r$ above and $t = 2N_0/(N_0+N_1)$.

**Flux of two waves.** In a medium of index $N$, a forward wave $a$ and a backward wave $b$ have the total fields $E = a+b$ and $H = N(a-b)$. Then

$$E\overline{H} = \overline{N}\,(a+b)(\overline{a}-\overline{b}) = \overline{N}\,\bigl(|a|^2 - |b|^2 + 2i\,\mathrm{Im}(b\overline{a})\bigr),$$

because $b\overline{a} - a\overline{b}$ is a number minus its own conjugate. The real part is

$$\mathrm{Re}(E\overline{H}) = \mathrm{Re}\,N\,(|a|^2-|b|^2) + 2\,\mathrm{Im}\,N\,\mathrm{Im}(b\overline{a}).$$

**Balance.** Before the interface $a = 1$ and $b = r$, so the flux is $n_0(1-|r|^2) + 2\kappa_0\,\mathrm{Im}\,r$. Behind it $a = t$ and $b = 0$, so the flux is $n_1|t|^2$. Since $E$ and $H$ are continuous, the two are equal, which is the claim.

**The phase of the reflection.** Multiplying numerator and denominator of $r$ by $\overline{N_0+N_1}$ gives

$$\mathrm{Im}\,r = \frac{(\kappa_0-\kappa_1)(n_0+n_1) - (n_0-n_1)(\kappa_0+\kappa_1)}{|N_0+N_1|^2} = \frac{2(\kappa_0 n_1 - n_0\kappa_1)}{|N_0+N_1|^2}.$$

The ordinary balance thus holds exactly when $\kappa_0 = 0$ or $\kappa_0 n_1 = n_0\kappa_1$. For passive media the second condition says that $\kappa_0/n_0 = \kappa_1/n_1$.

**The sum of reflectance and transmittance.** Let $R = |r|^2$ and $T = (n_1/n_0)|t|^2$. Dividing the balance by $n_0$ and inserting $\mathrm{Im}\,r$ gives

$$R + T = 1 + \frac{4\kappa_0(\kappa_0 n_1 - n_0\kappa_1)}{n_0\,|N_0+N_1|^2}.$$

For passive media the sum exceeds one exactly when $\kappa_0 n_1 > n_0\kappa_1$. This inequality already forces $\kappa_0 > 0$, because its right side is not negative.

**The modulus of the reflection.** Finally,

$$|N_0+N_1|^2 - |N_0-N_1|^2 = 4(n_0n_1 + \kappa_0\kappa_1) > 0$$

for passive media, so $|r| < 1$. The excess in $R+T$ never comes from a reflected wave stronger than the incident one.

For a single planar interface between homogeneous media at normal incidence, this bears on optical simulation: a program that computes absorption as $1-R-T$ would return $-4/5$ in the opening example, although nothing amplifies the light.

## The fields and amplitudes in Lean

```lean
import Mathlib

open ComplexConjugate

namespace AbsorbingIncidenceMedium

noncomputable section
```

The indices `N0` and `N1` are complex numbers, with `N0.re` for $n_0$ and `N0.im` for $\kappa_0$. Nothing in the type makes a medium passive; the theorems that need passivity assume it.

```lean
/-- Time-averaged energy flux, in reduced units, of transverse field amplitudes `E` and `H`. -/
def flux (E H : ℂ) : ℝ := (E * conj H).re
```

The flux is defined directly as $\mathrm{Re}(E\overline{H})$, with constant prefactors absorbed into the units. Maxwell's equations and the time average are not derived here. The fields are scalar amplitudes, taken at the plane of the interface.

```lean
/-- Fresnel reflection amplitude at normal incidence from index `N0` onto index `N1`. -/
def reflAmp (N0 N1 : ℂ) : ℂ := (N0 - N1) / (N0 + N1)

/-- Fresnel transmission amplitude at normal incidence from index `N0` into index `N1`. -/
def transAmp (N0 N1 : ℂ) : ℂ := 2 * N0 / (N0 + N1)

/-- Reflectance: the squared modulus of the reflection amplitude. -/
def reflectance (N0 N1 : ℂ) : ℝ := ‖reflAmp N0 N1‖ ^ 2

/-- Transmittance: the transmitted flux divided by the flux of the incident wave alone. -/
def transmittance (N0 N1 : ℂ) : ℝ := N1.re / N0.re * ‖transAmp N0 N1‖ ^ 2
```

The last definition compares the transmitted flux with that of the incident wave alone. Under this convention $R+T$ can differ from one.

```lean
/-- Continuity of the electric and magnetic fields at the interface holds exactly for the
Fresnel amplitudes. -/
theorem continuity_iff {N0 N1 : ℂ} (h : N0 + N1 ≠ 0) (r t : ℂ) :
    (1 + r = t ∧ N0 * (1 - r) = N1 * t) ↔ (r = reflAmp N0 N1 ∧ t = transAmp N0 N1) := by
  unfold reflAmp transAmp
  constructor
  · rintro ⟨h1, h2⟩
    constructor
    · rw [eq_div_iff h]
      linear_combination -h2 + N1 * h1
    · rw [eq_div_iff h]
      linear_combination -h2 - N0 * h1
  · rintro ⟨rfl, rfl⟩
    constructor
    · field_simp
      ring
    · field_simp
      ring
```

The two Fresnel amplitudes are introduced as formulas, and this theorem ties them to the boundary conditions. For $N_0+N_1 \ne 0$, complex numbers $r$ and $t$ satisfy both continuity conditions if and only if they are the Fresnel amplitudes. In particular $t = 1+r$ is a consequence.

In the forward direction the proof clears the denominator and combines the two conditions linearly. Subtracting the second condition from $N_1$ times the first eliminates $t$, and adding $N_0$ times the first to the second eliminates $r$. The converse is substitution followed by algebra.

## Interference and the balance

```lean
/-- The flux of a forward wave `a` and a backward wave `b` in a medium of index `N` is the
difference of their separate fluxes plus an interference term proportional to `Im N`. -/
theorem flux_two_waves (N a b : ℂ) :
    flux (a + b) (N * (a - b)) =
      N.re * (‖a‖ ^ 2 - ‖b‖ ^ 2) + 2 * N.im * (b * conj a).im := by
  rw [Complex.sq_norm, Complex.sq_norm, Complex.normSq_apply, Complex.normSq_apply]
  simp only [flux, map_mul, map_sub, Complex.mul_re, Complex.mul_im, Complex.add_re,
    Complex.add_im, Complex.sub_re, Complex.sub_im, Complex.conj_re, Complex.conj_im]
  ring
```

This is the two-wave formula for any complex index and any amplitudes. The form $H = N(a-b)$ appears as the second argument of `flux`; it encodes a nonmagnetic medium and the opposite sign of the magnetic field in the backward wave. The proof writes everything in real and imaginary parts, where `ring` confirms the identity that the derivation by hand obtained from $b\overline{a} - a\overline{b}$.

```lean
/-- The transmitted flux equals the incident flux minus the reflected flux plus the
interference term `2 Im N0 Im r`. -/
theorem flux_balance {N0 N1 : ℂ} (h : N0 + N1 ≠ 0) :
    N1.re * ‖transAmp N0 N1‖ ^ 2 =
      N0.re * (1 - ‖reflAmp N0 N1‖ ^ 2) + 2 * N0.im * (reflAmp N0 N1).im := by
  obtain ⟨hE, hH⟩ := (continuity_iff h _ _).mpr ⟨rfl, rfl⟩
  -- the flux just before the interface
  have e0 := flux_two_waves N0 1 (reflAmp N0 N1)
  rw [hE, hH] at e0
  -- the flux just behind it, where there is no backward wave
  have e1 := flux_two_waves N1 (transAmp N0 N1) 0
  simp only [map_one, mul_one, norm_one, one_pow] at e0
  simp only [add_zero, sub_zero, norm_zero, zero_mul, Complex.zero_im, mul_zero, ne_eq,
    OfNat.ofNat_ne_zero, not_false_eq_true, zero_pow] at e1
  linarith
```

This is the main identity, under the sole hypothesis $N_0 + N_1 \neq 0$. The proof follows the physical argument. From `continuity_iff` it takes the two continuity conditions `hE` and `hH`. The statement `e0` is the two-wave formula before the interface, with amplitudes $1$ and $r$; rewriting with the continuity conditions turns its left side into the flux of the fields behind the interface. The statement `e1` evaluates that same flux with amplitudes $t$ and $0$. Comparing the two gives the result.

```lean
/-- The transmitted flux is the incident minus the reflected flux exactly when
`Im N0 Im r = 0`. -/
theorem ordinary_balance_iff {N0 N1 : ℂ} (h : N0 + N1 ≠ 0) :
    N1.re * ‖transAmp N0 N1‖ ^ 2 = N0.re * (1 - ‖reflAmp N0 N1‖ ^ 2) ↔
      N0.im * (reflAmp N0 N1).im = 0 := by
  rw [flux_balance h]
  constructor <;> intro h' <;> linarith
```

The criterion follows at once, since the two sides of the ordinary balance differ by $2\kappa_0\,\mathrm{Im}\,r$.

## The criterion in terms of the indices

```lean
/-- The imaginary part of the reflection amplitude in terms of the two complex indices. -/
theorem reflAmp_im (N0 N1 : ℂ) :
    (reflAmp N0 N1).im =
      2 * (N0.im * N1.re - N0.re * N1.im) / ‖N0 + N1‖ ^ 2 := by
  rw [reflAmp, Complex.div_im, Complex.sq_norm]
  simp only [Complex.sub_re, Complex.sub_im, Complex.add_re, Complex.add_im]
  ring
```

The proof uses the formula for the imaginary part of a quotient and expands it, as in the calculation by hand.

```lean
/-- Ordinary flux balance holds exactly when the incidence medium has a real index or the
imaginary and real parts of the two indices are in the same proportion. -/
theorem ordinary_balance_iff_indices {N0 N1 : ℂ} (h : N0 + N1 ≠ 0) :
    N1.re * ‖transAmp N0 N1‖ ^ 2 = N0.re * (1 - ‖reflAmp N0 N1‖ ^ 2) ↔
      N0.im = 0 ∨ N0.im * N1.re = N0.re * N1.im := by
  have hs : ‖N0 + N1‖ ^ 2 ≠ 0 := pow_ne_zero 2 (norm_ne_zero_iff.mpr h)
  rw [ordinary_balance_iff h, mul_eq_zero, reflAmp_im, div_eq_zero_iff]
  constructor
  · rintro (h0 | h1 | h2)
    · exact Or.inl h0
    · exact Or.inr (by linarith)
    · exact absurd h2 hs
  · rintro (h0 | h1)
    · exact Or.inl h0
    · exact Or.inr (Or.inl (by linarith))
```

The criterion now refers to material constants only. A product vanishes when one of its factors does, and the quotient for $\mathrm{Im}\,r$ vanishes when its numerator does, because `hs` excludes a zero denominator. The second alternative is written as a product equation, so it also makes sense when a real part is zero. It includes the case of two equal indices, where there is no reflection at all.

## When the sum exceeds one

```lean
/-- Reflectance plus transmittance, written in terms of the two complex indices. -/
theorem reflectance_add_transmittance {N0 N1 : ℂ} (h0 : N0.re ≠ 0) (h : N0 + N1 ≠ 0) :
    reflectance N0 N1 + transmittance N0 N1 =
      1 + 4 * N0.im * (N0.im * N1.re - N0.re * N1.im) / (N0.re * ‖N0 + N1‖ ^ 2) := by
  have hs : ‖N0 + N1‖ ≠ 0 := norm_ne_zero_iff.mpr h
  unfold reflectance transmittance
  rw [div_mul_eq_mul_div, flux_balance h, reflAmp_im]
  field_simp
  ring
```

Here $n_0 \neq 0$ is needed as well, because the transmittance is normalised by the incident flux. The proof substitutes the main identity for the transmitted flux and then the formula for $\mathrm{Im}\,r$.

```lean
/-- For indices with positive real parts and nonnegative imaginary parts, reflectance and
transmittance add up to more than one exactly when the ratio of imaginary to real part of the index
is larger on the incidence side (written without division). -/
theorem one_lt_sum_iff {N0 N1 : ℂ} (h0 : 0 < N0.re) (h1 : 0 < N1.re)
    (k0 : 0 ≤ N0.im) (k1 : 0 ≤ N1.im) :
    1 < reflectance N0 N1 + transmittance N0 N1 ↔ N0.re * N1.im < N0.im * N1.re := by
  have h : N0 + N1 ≠ 0 := by
    intro h
    have h' := congrArg Complex.re h
    rw [Complex.add_re, Complex.zero_re] at h'
    linarith
  have hP : 0 < N0.re * ‖N0 + N1‖ ^ 2 := mul_pos h0 (pow_pos (norm_pos_iff.mpr h) 2)
  rw [reflectance_add_transmittance h0.ne' h]
  constructor
  · intro hlt
    by_contra hn
    have hD : N0.im * N1.re - N0.re * N1.im ≤ 0 := by linarith [not_lt.mp hn]
    have hnum : 4 * N0.im * (N0.im * N1.re - N0.re * N1.im) ≤ 0 :=
      mul_nonpos_of_nonneg_of_nonpos (by linarith) hD
    have hq := div_nonpos_of_nonpos_of_nonneg hnum hP.le
    linarith
  · intro hlt
    -- the incidence medium must absorb, since the left side is nonnegative
    have hk : 0 < N0.im :=
      pos_of_mul_pos_left (lt_of_le_of_lt (mul_nonneg h0.le k1) hlt) h1.le
    have hq := div_pos (mul_pos (mul_pos (by norm_num : (0 : ℝ) < 4) hk)
      (sub_pos.mpr hlt)) hP
    linarith
```

The four hypotheses state that both media are passive in the sense defined above, and the proof first derives $N_0+N_1 \neq 0$ from the positive real parts. What remains is the sign of the correction in the preceding formula, whose denominator is positive by `hP`. If $\kappa_0 n_1 \le n_0\kappa_1$, the numerator is at most zero and the sum cannot exceed one. If $\kappa_0 n_1 > n_0\kappa_1$, then $\kappa_0$ is positive, and so is the correction.

The condition compares ratios of imaginary to real part, not the imaginary parts themselves. An incidence medium with the smaller $\kappa$ can still give $R+T>1$ if its $n$ is smaller by a larger factor.

```lean
/-- If both indices have positive real part and nonnegative imaginary part, the reflection amplitude
has modulus below one. -/
theorem norm_reflAmp_lt_one {N0 N1 : ℂ} (h0 : 0 < N0.re) (h1 : 0 < N1.re)
    (k0 : 0 ≤ N0.im) (k1 : 0 ≤ N1.im) : ‖reflAmp N0 N1‖ < 1 := by
  have hlt : ‖N0 - N1‖ < ‖N0 + N1‖ := by
    apply lt_of_pow_lt_pow_left₀ 2 (norm_nonneg _)
    rw [Complex.sq_norm, Complex.sq_norm, Complex.normSq_apply, Complex.normSq_apply]
    simp only [Complex.sub_re, Complex.sub_im, Complex.add_re, Complex.add_im]
    nlinarith [mul_pos h0 h1, mul_nonneg k0 k1]
  rw [reflAmp, norm_div, div_lt_one (lt_of_le_of_lt (norm_nonneg _) hlt)]
  exact hlt
```

The proof compares the squares of $|N_0-N_1|$ and $|N_0+N_1|$. The two products passed to `nlinarith` are $n_0n_1 > 0$ and $\kappa_0\kappa_1 \ge 0$, the terms in the difference of squares found above. Dividing by $|N_0+N_1|$ gives the bound on $r$.

```lean
/-- For incidence from index `1 + i` onto index `1`, reflectance and transmittance add up
to `9/5`. -/
theorem sum_eq_nine_fifths :
    reflectance ⟨1, 1⟩ 1 + transmittance ⟨1, 1⟩ 1 = 9 / 5 := by
  have h : (⟨1, 1⟩ : ℂ) + 1 ≠ 0 := by
    intro h
    have h' := congrArg Complex.im h
    simp at h'
  rw [reflectance_add_transmittance (by norm_num) h, Complex.sq_norm, Complex.normSq_apply]
  simp only [Complex.add_re, Complex.add_im, Complex.one_re, Complex.one_im]
  norm_num

end

end AbsorbingIncidenceMedium
```

The opening example returns as a theorem. In Lean `⟨1, 1⟩` is the complex number with real and imaginary part one. With $|N_0+N_1|^2 = |2+i|^2 = 5$, the general formula gives $R + T = 1 + 4/5 = 9/5$.

All these statements concern one sharp interface with no wave returning from the second medium. Oblique incidence, magnetic media and layers of finite thickness are not treated, and the indices are given numbers, with no model for their dependence on frequency.

```lean
#print axioms AbsorbingIncidenceMedium.flux_balance
#print axioms AbsorbingIncidenceMedium.ordinary_balance_iff_indices
#print axioms AbsorbingIncidenceMedium.norm_reflAmp_lt_one
#print axioms AbsorbingIncidenceMedium.sum_eq_nine_fifths
```

```
'AbsorbingIncidenceMedium.flux_balance' depends on axioms: [propext, Classical.choice, Quot.sound]
'AbsorbingIncidenceMedium.ordinary_balance_iff_indices' depends on axioms: [propext, Classical.choice, Quot.sound]
'AbsorbingIncidenceMedium.norm_reflAmp_lt_one' depends on axioms: [propext, Classical.choice, Quot.sound]
'AbsorbingIncidenceMedium.sum_eq_nine_fifths' depends on axioms: [propext, Classical.choice, Quot.sound]
```
